# For a pair-symmetric quadratic energy, the split around the mean field is exact for all real matrices if and only if the partially traced interaction is scalar

Electrons in a shell of $d \ge 1$ localized orbitals are described by a $d \times d$ occupation matrix $n$, and at mean-field level their interaction energy $Q(n)$ is quadratic in $n$. An around-mean-field Hubbard correction takes the uniform occupation $v = (\mathrm{Tr}\, n/d)\,\mathbb{1}$, with $\mathbb{1}$ the identity, as already accounted for, and adds the energy $Q(n-v)$ of the fluctuation. The result decides when this equals $Q(n) - Q(v)$, for real matrices on a finite shell with one common mean occupation and an interaction symmetric under exchange of the two particles.

## Energy, mean field and traced interaction

In Lean 4 with Mathlib:

```lean
import Mathlib

open Matrix Finset

namespace MeanFieldExpansion

noncomputable section

variable {ι : Type*} [Fintype ι] [DecidableEq ι]
```

The finite type `ι` labels the orbitals, and `Fintype.card ι` is $d$.

```lean
/-- Symmetry of the interaction tensor under exchange of the two index pairs,
`A_abcd = A_badc`. -/
def PairSymm (A : ι → ι → ι → ι → ℝ) : Prop := ∀ a b c d, A a b c d = A b a d c
```

The tensor $A_{abcd}$ is a real function of four orbital labels. In a direct interaction $(a,c)$ belongs to one particle and $(b,d)$ to the other. The Hartree–Fock energy of spin-orbitals, with exchange, is the case $A_{abcd} = V_{abcd} - V_{abdc}$, where $V_{abcd} = \langle ab|V|cd\rangle$ are the matrix elements of the interaction, taken as real. `PairSymm` is the assumed condition $A_{abcd} = A_{badc}$: the interaction does not change when the particles are relabelled.

```lean
/-- The bilinear interaction `∑ A_abcd n_ac m_bd` of two occupation matrices. -/
def pair (A : ι → ι → ι → ι → ℝ) (n m : Matrix ι ι ℝ) : ℝ :=
  ∑ a, ∑ b, ∑ c, ∑ d, A a b c d * n a c * m b d
```

`pair A n m` is $B(n,m) = \sum_{abcd} A_{abcd}\, n_{ac} m_{bd}$.

```lean
/-- The quadratic interaction energy `Q(n) = (1/2) ∑ A_abcd n_ac n_bd`. -/
def Q (A : ι → ι → ι → ι → ℝ) (n : Matrix ι ι ℝ) : ℝ := 1 / 2 * pair A n n
```

This is $Q(n) = \tfrac12 B(n,n)$.

```lean
/-- The mean-field occupation: the scalar matrix `(Tr n / d) 1`. -/
def meanField (n : Matrix ι ι ℝ) : Matrix ι ι ℝ :=
  (trace n / (Fintype.card ι : ℝ)) • (1 : Matrix ι ι ℝ)
```

This is $v$. The symbol `•` multiplies a matrix by a number, and `1` is $\mathbb{1}$.

```lean
/-- The partially traced interaction `K_ac = ∑_b A_abcb`. -/
def Kmat (A : ι → ι → ι → ι → ℝ) : Matrix ι ι ℝ := Matrix.of fun a c => ∑ b, A a b c b
```

$K_{ac} = \sum_b A_{abcb}$ traces out the second particle.

```lean
/-- The entrywise contraction `∑ K_ac m_ac`. -/
def contract (K m : Matrix ι ι ℝ) : ℝ := ∑ a, ∑ c, K a c * m a c
```

Write $K \cdot m = \sum_{ac} K_{ac} m_{ac}$, which equals $\mathrm{Tr}(K^T m)$.

```lean
/-- The energy of `n` is the mean-field energy plus the energy of the fluctuation. -/
def ExactAt (A : ι → ι → ι → ι → ℝ) (n : Matrix ι ι ℝ) : Prop :=
  Q A n = Q A (meanField n) + Q A (n - meanField n)
```

`ExactAt A n` is the statement $Q(n) = Q(v) + Q(n-v)$ for one matrix $n$.

```lean
/-- The density-density interaction tensor `δ_ac δ_bd U_ab`. -/
def densityTensor (U : ι → ι → ℝ) : ι → ι → ι → ι → ℝ :=
  fun a b c d => if a = c ∧ b = d then U a b else 0
```

For pair energies $U_{ab}$, the tensor $\delta_{ac}\delta_{bd}U_{ab}$ gives $Q(n) = \tfrac12 \sum_{ab} U_{ab}\, n_{aa} n_{bb}$.

## The cross term

```lean
variable {A : ι → ι → ι → ι → ℝ}

omit [DecidableEq ι] in
/-- For a pair-symmetric tensor the energy of a sum is the sum of the energies plus the
bilinear cross term. -/
theorem Q_add (hA : PairSymm A) (n m : Matrix ι ι ℝ) :
    Q A (n + m) = Q A n + Q A m + pair A n m := by
  -- the two cross terms coincide after relabelling a ↔ b, c ↔ d
  have hs : pair A m n = pair A n m := by
    unfold pair
    refine Finset.sum_comm.trans (sum_congr rfl fun x _ => sum_congr rfl fun y _ => ?_)
    refine Finset.sum_comm.trans (sum_congr rfl fun p _ => sum_congr rfl fun q _ => ?_)
    rw [hA y x q p]
    ring
  have he : pair A (n + m) (n + m) = pair A n n + pair A n m + pair A m n + pair A m m := by
    simp only [pair, Matrix.add_apply, mul_add, add_mul, Finset.sum_add_distrib]
    ring
  unfold Q
  rw [he, hs]
  ring
```

Under the hypothesis `hA` of pair symmetry, $Q(n+m) = Q(n) + Q(m) + B(n,m)$. Multiplying out gives $B(n+m,n+m) = B(n,n) + B(n,m) + B(m,n) + B(m,m)$, which is `he`. Renaming $a \leftrightarrow b$, $c \leftrightarrow d$ in $B(m,n)$ and using the symmetry gives $B(m,n) = B(n,m)$; in `hs` each `Finset.sum_comm` swaps two summations.

```lean
/-- For a pair-symmetric tensor, the expansion around the mean field `v = (Tr n / d) 1`: `Q(n) =
Q(v) + Q(n - v) + (Tr n / d) ∑ K_ac (n - v)_ac`. -/
theorem expansion (hA : PairSymm A) (n : Matrix ι ι ℝ) :
    Q A n = Q A (meanField n) + Q A (n - meanField n)
      + trace n / (Fintype.card ι : ℝ) * contract (Kmat A) (n - meanField n) := by
  -- a scalar second argument traces out the indices b, d
  have hp : ∀ (m : Matrix ι ι ℝ) (t : ℝ),
      pair A m (t • (1 : Matrix ι ι ℝ)) = t * contract (Kmat A) m := by
    intro m t
    simp only [pair, contract, Kmat, Matrix.of_apply, Matrix.smul_apply, Matrix.one_apply,
      smul_eq_mul, mul_ite, mul_one, mul_zero, Finset.sum_ite_eq, Finset.mem_univ, if_true,
      Finset.mul_sum, Finset.sum_mul]
    refine sum_congr rfl fun a _ => ?_
    refine Finset.sum_comm.trans (sum_congr rfl fun c _ => sum_congr rfl fun b _ => ?_)
    ring
  have h := Q_add hA (n - meanField n) (meanField n)
  rw [sub_add_cancel] at h
  have h2 : pair A (n - meanField n) (meanField n)
      = trace n / (Fintype.card ι : ℝ) * contract (Kmat A) (n - meanField n) := hp _ _
  linarith
```

For a real number $t$, $B(m, t\mathbb{1}) = t \sum_{abcd} A_{abcd}\, m_{ac}\delta_{bd} = t\, K \cdot m$, which is `hp`. Applying `Q_add` to $n = (n-v) + v$ yields
$$Q(n) = Q(v) + Q(n-v) + \frac{\mathrm{Tr}\, n}{d}\, K \cdot (n-v).$$

```lean
/-- A scalar matrix contracts with `m` to the scalar times `Tr m`. -/
theorem contract_scalar (k : ℝ) (m : Matrix ι ι ℝ) :
    contract (k • (1 : Matrix ι ι ℝ)) m = k * trace m := by
  simp [contract, Matrix.one_apply, Matrix.trace, Finset.mul_sum]
```

For a real number $k$, $(k\mathbb{1}) \cdot m = k \sum_a m_{aa} = k\, \mathrm{Tr}\, m$.

```lean
variable [Nonempty ι]

/-- The fluctuation around the mean field is traceless. -/
theorem trace_fluct (n : Matrix ι ι ℝ) : trace (n - meanField n) = 0 := by
  have hd : (Fintype.card ι : ℝ) ≠ 0 := Nat.cast_ne_zero.2 Fintype.card_ne_zero
  have h : trace n / (Fintype.card ι : ℝ) * (Fintype.card ι : ℝ) = trace n := by field_simp
  rw [meanField, trace_sub, trace_smul, trace_one, smul_eq_mul, h, sub_self]
```

`Nonempty ι` is $d \ge 1$, and $\mathrm{Tr}(n-v) = \mathrm{Tr}\, n - (\mathrm{Tr}\, n/d)\, d = 0$.

```lean
/-- A matrix whose contraction with its own traceless part vanishes equals its scalar part. -/
theorem scalar_of_contract (S : Matrix ι ι ℝ) (h : contract S (S - meanField S) = 0) :
    S = meanField S := by
  have h1 : contract (meanField S) (S - meanField S) = 0 := by
    have := contract_scalar (trace S / (Fintype.card ι : ℝ)) (S - meanField S)
    rw [trace_fluct, mul_zero] at this
    exact this
  -- the contraction is the sum of squares of the traceless part
  have h2 : ∑ a, ∑ c, (S a c - meanField S a c) ^ 2
      = contract S (S - meanField S) - contract (meanField S) (S - meanField S) := by
    simp only [contract, ← Finset.sum_sub_distrib, Matrix.sub_apply]
    exact sum_congr rfl fun a _ => sum_congr rfl fun c _ => by ring
  rw [h, h1, sub_zero] at h2
  ext a c
  have h3 := (sum_eq_zero_iff_of_nonneg
    (fun a _ => sum_nonneg fun c _ => sq_nonneg _)).1 h2 a (mem_univ _)
  have h4 := (sum_eq_zero_iff_of_nonneg (fun c _ => sq_nonneg _)).1 h3 c (mem_univ _)
  exact sub_eq_zero.1 ((pow_eq_zero_iff two_ne_zero).1 h4)
```

Let $S$ be any matrix, $s = (\mathrm{Tr}\, S/d)\mathbb{1}$ its scalar part and $G = S - s$. Since $G$ is traceless, $s \cdot G = 0$ (`h1`), so $\sum_{ac} G_{ac}^2 = S \cdot G - s \cdot G = S \cdot G$ (`h2`). If $S \cdot G = 0$, every square vanishes (`h3`, `h4`) and $S = s$.

```lean
/-- For a pair-symmetric tensor, at the matrix `F + t 1` with `F` traceless the splitting is exact
if and only if `t = 0` or `∑ K_ac F_ac = 0`. -/
theorem exactAt_iff (hA : PairSymm A) {F : Matrix ι ι ℝ} (hF : trace F = 0) (t : ℝ) :
    ExactAt A (F + t • (1 : Matrix ι ι ℝ)) ↔ t = 0 ∨ contract (Kmat A) F = 0 := by
  have hd : (Fintype.card ι : ℝ) ≠ 0 := Nat.cast_ne_zero.2 Fintype.card_ne_zero
  have ht : trace (F + t • (1 : Matrix ι ι ℝ)) / (Fintype.card ι : ℝ) = t := by
    rw [trace_add, trace_smul, trace_one, hF, smul_eq_mul, zero_add]
    field_simp
  have hf : F + t • (1 : Matrix ι ι ℝ) - meanField (F + t • (1 : Matrix ι ι ℝ)) = F := by
    rw [meanField, ht, add_sub_cancel_right]
  have e := expansion hA (F + t • (1 : Matrix ι ι ℝ))
  rw [ht, hf] at e
  unfold ExactAt
  rw [hf]
  constructor
  · intro h
    exact mul_eq_zero.1 (by linarith)
  · intro h
    have := mul_eq_zero.2 h
    linarith
```

For $n = F + t\mathbb{1}$ with $\mathrm{Tr}\, F = 0$ one has $\mathrm{Tr}\, n/d = t$ (`ht`) and $n - v = F$ (`hf`). The cross term is $t\, K \cdot F$, which vanishes exactly when one factor does.

## The criterion and its variants

```lean
/-- `Q(n) = Q(v) + Q(n - v)` with `v = (Tr n / d) 1` and a pair-symmetric tensor `A` holds for all
real matrices `n` if and only if `K_ac = ∑_b A_abcb` is a scalar matrix. -/
theorem exact_iff_scalar (hA : PairSymm A) :
    (∀ n : Matrix ι ι ℝ, Q A n = Q A (meanField n) + Q A (n - meanField n)) ↔
      ∃ k : ℝ, Kmat A = k • (1 : Matrix ι ι ℝ) := by
  constructor
  · intro h
    -- probe with the traceless part of K plus the identity
    have := (exactAt_iff hA (trace_fluct (Kmat A)) 1).1 (h _)
    exact ⟨_, scalar_of_contract _ (this.resolve_left one_ne_zero)⟩
  · rintro ⟨k, hk⟩ n
    have e := expansion hA n
    rw [hk, contract_scalar, trace_fluct] at e
    simpa using e
```

For pair-symmetric $A$, the split holds for every real $n$ if and only if $K = k\mathbb{1}$ for some real $k$. Suppose it always holds, and take $n = F + \mathbb{1}$ with $F$ the traceless part of $K$. Here $t = 1 \ne 0$, so $K \cdot F = 0$, and `scalar_of_contract` makes $K$ scalar. Conversely, $K = k\mathbb{1}$ gives $K \cdot (n-v) = k\, \mathrm{Tr}(n-v) = 0$. The quantifier runs over all real matrices, with no symmetry and no bound on eigenvalues, and the test matrix need not be a physical occupation. Complex Hermitian occupations and separate mean occupations for the two spins are not treated.

```lean
/-- For a pair-symmetric tensor and a fixed filling `N ≠ 0`, the splitting is exact for all `n` with
`Tr n = N` if and only if `K` is a scalar matrix. -/
theorem exact_fixed_filling_iff (hA : PairSymm A) {N : ℝ} (hN : N ≠ 0) :
    (∀ n : Matrix ι ι ℝ, trace n = N → ExactAt A n) ↔
      ∃ k : ℝ, Kmat A = k • (1 : Matrix ι ι ℝ) := by
  have hd : (Fintype.card ι : ℝ) ≠ 0 := Nat.cast_ne_zero.2 Fintype.card_ne_zero
  constructor
  · intro h
    have ht : trace (Kmat A - meanField (Kmat A)
        + (N / (Fintype.card ι : ℝ)) • (1 : Matrix ι ι ℝ)) = N := by
      rw [trace_add, trace_fluct, trace_smul, trace_one, smul_eq_mul, zero_add]
      field_simp
    have := (exactAt_iff hA (trace_fluct (Kmat A)) _).1 (h _ ht)
    exact ⟨_, scalar_of_contract _ (this.resolve_left (div_ne_zero hN hd))⟩
  · intro h n _
    exact (exact_iff_scalar hA).2 h n
```

Exactness on the matrices with one filling $\mathrm{Tr}\, n = N \ne 0$ already forces $K$ to be scalar. The test matrix becomes $F + (N/d)\mathbb{1}$, whose trace is $N$ (`ht`). At $N = 0$, `exactAt_iff` with $t = 0$ makes the split exact for any pair-symmetric $A$, so that filling says nothing about $K$.

```lean
/-- For a pair-symmetric tensor, the splitting is exact for all real symmetric matrices if and only
if `K + Kᵀ` is a scalar matrix. -/
theorem exact_symm_iff (hA : PairSymm A) :
    (∀ n : Matrix ι ι ℝ, n.IsSymm → ExactAt A n) ↔
      ∃ k : ℝ, Kmat A + (Kmat A)ᵀ = k • (1 : Matrix ι ι ℝ) := by
  -- a symmetric matrix only sees the symmetric part of K
  have key : ∀ m : Matrix ι ι ℝ, m.IsSymm →
      contract (Kmat A + (Kmat A)ᵀ) m = 2 * contract (Kmat A) m := by
    intro m hm
    have : ∑ a, ∑ c, Kmat A c a * m a c = ∑ a, ∑ c, Kmat A a c * m a c :=
      Finset.sum_comm.trans
        (sum_congr rfl fun x _ => sum_congr rfl fun y _ => by rw [hm.apply x y])
    simp only [contract, Matrix.add_apply, Matrix.transpose_apply, add_mul,
      Finset.sum_add_distrib]
    linarith
  have fl : ∀ m : Matrix ι ι ℝ, m.IsSymm → (m - meanField m).IsSymm := by
    intro m hm
    show (m - meanField m)ᵀ = m - meanField m
    rw [meanField, transpose_sub, transpose_smul, transpose_one, hm.eq]
  constructor
  · intro h
    have hS : (Kmat A + (Kmat A)ᵀ).IsSymm := by
      show (Kmat A + (Kmat A)ᵀ)ᵀ = Kmat A + (Kmat A)ᵀ
      rw [transpose_add, transpose_transpose, add_comm]
    have hF := fl _ hS
    have h1 : ∀ F : Matrix ι ι ℝ, F.IsSymm → (F + (1 : ℝ) • (1 : Matrix ι ι ℝ)).IsSymm := by
      intro F hF
      show (F + (1 : ℝ) • (1 : Matrix ι ι ℝ))ᵀ = F + (1 : ℝ) • (1 : Matrix ι ι ℝ)
      rw [transpose_add, hF.eq, transpose_smul, transpose_one]
    have h2 := ((exactAt_iff hA (trace_fluct _) 1).1 (h _ (h1 _ hF))).resolve_left one_ne_zero
    exact ⟨_, scalar_of_contract _ (by rw [key _ hF, h2, mul_zero])⟩
  · rintro ⟨k, hk⟩ n hn
    have h1 := key _ (fl n hn)
    rw [hk, contract_scalar, trace_fluct, mul_zero] at h1
    have h2 : contract (Kmat A) (n - meanField n) = 0 := by linarith
    have e := expansion hA n
    rw [h2, mul_zero, add_zero] at e
    exact e
```

For symmetric occupations the condition is that $S = K + K^T$ is scalar. A symmetric $m$ has $S \cdot m = 2\, K \cdot m$ (`key`), and its fluctuation is symmetric (`fl`). The test matrix $F + \mathbb{1}$, with $F$ now the traceless part of $S$, gives $K \cdot F = 0$, hence $S \cdot F = 0$ and $S$ scalar. Conversely, scalar $S$ gives $2\, K \cdot (n-v) = 0$. Admitting only symmetric matrices with eigenvalues between $0$ and $1$ leaves the condition unchanged: for small $\varepsilon > 0$ the matrix $\varepsilon F + \tfrac12 \mathbb{1}$ is of this kind, and by `exactAt_iff` exactness there also gives $K \cdot F = 0$.

```lean
/-- The density-density tensor of a symmetric `U` is pair-symmetric, and its splitting is
exact for all `n` if and only if the row sums `∑_b U_ab` are the same for all orbitals. -/
theorem densityTensor_witness (U : ι → ι → ℝ) (hU : ∀ a b, U a b = U b a) :
    PairSymm (densityTensor U) ∧
      ((∀ n, ExactAt (densityTensor U) n) ↔ ∃ k : ℝ, ∀ a, ∑ b, U a b = k) := by
  have hs : PairSymm (densityTensor U) := by
    intro a b c d
    show (if a = c ∧ b = d then U a b else 0) = if b = d ∧ a = c then U b a else 0
    by_cases h : a = c ∧ b = d
    · rw [if_pos h, if_pos h.symm]
      exact hU a b
    · have h' : ¬(b = d ∧ a = c) := fun h' => h h'.symm
      rw [if_neg h, if_neg h']
  have hK : ∀ a c, Kmat (densityTensor U) a c = if a = c then ∑ b, U a b else 0 := by
    intro a c
    by_cases h : a = c <;> simp [Kmat, densityTensor, h]
  refine ⟨hs, (exact_iff_scalar hs).trans (exists_congr fun k => ⟨fun h a => ?_, fun h => ?_⟩)⟩
  · have := hK a a
    rw [h] at this
    simpa using this.symm
  · ext a c
    rw [hK, h]
    simp [Matrix.one_apply]

end

end MeanFieldExpansion
```

For $U_{ab} = U_{ba}$ the density-density tensor is pair-symmetric (`hs`), and $K_{ac} = \delta_{ac} \sum_b U_{ab}$ (`hK`). The split is exact for all $n$ if and only if every orbital has the same row sum $\sum_b U_{ab}$.

```lean
#print axioms MeanFieldExpansion.exact_fixed_filling_iff
#print axioms MeanFieldExpansion.exact_symm_iff
```

```
'MeanFieldExpansion.exact_fixed_filling_iff' depends on axioms: [propext, Classical.choice, Quot.sound]
'MeanFieldExpansion.exact_symm_iff' depends on axioms: [propext, Classical.choice, Quot.sound]
```

## One electron in two orbitals, and a single orbital

The following numbers are worked by hand and are not part of the checked code. Take $d = 2$ and $n = \mathrm{diag}(1,0)$, so $v = \tfrac12 \mathbb{1}$ and $n - v = \mathrm{diag}(\tfrac12, -\tfrac12)$.

With $U_{11} = U_{22} = 0$ and $U_{12} = U_{21} = 2$ both row sums are $2$. Then $Q(n) = 0$, $Q(v) = \tfrac12 \cdot \tfrac14 \cdot 4 = \tfrac12$ and $Q(n-v) = -\tfrac12$, so the split is exact.

With $U_{11} = 1$, $U_{22} = 3$ and $U_{12} = U_{21} = 1$ the row sums are $2$ and $4$. Then $Q(n) = \tfrac12$, $Q(v) = \tfrac12 \cdot \tfrac14 \cdot 6 = \tfrac34$ and $Q(n-v) = \tfrac18(1 - 1 - 1 + 3) = \tfrac14$. The cross term $\tfrac12\left(\tfrac22 - \tfrac42\right) = -\tfrac12$ supplies the difference. The value $Q(n) = \tfrac12$ for a single electron is a self-interaction from the diagonal entry $U_{11}$. For spin-orbitals in Hartree–Fock the direct and exchange terms cancel it, so these numbers illustrate the algebra and not such a shell. With two orbitals and zero diagonal, a symmetric $U$ always has equal row sums.

For $d = 1$, $n = v$ and $Q(n-v) = 0$, and a $1 \times 1$ matrix $K$ is always scalar, so both sides of the equivalence hold.
